# The Taylor series of a polynomial potential sums to the displaced potential

Displacing the argument of a polynomial potential V from x to x + a gives the value that V's Taylor series about x adds up to. The theorem states this for any polynomial with complex coefficients and any complex x and a: the terms aᵏ/k! · V⁽ᵏ⁾(x), over all natural numbers k, have sum V(x + a). No smallness of a is needed, since only finitely many terms are non-zero. The proof identifies each term with a coefficient of the shifted polynomial `taylor x V` times aᵏ, notes that the terms vanish beyond its degree, and evaluates the finite sum that remains.

An attempt in Lean 4 with a fault in it:

```lean
import Mathlib

open Polynomial
open Complex (I)

namespace MoyalFiniteDifference

noncomputable section

/-- The term of order `k` in the Taylor expansion of `V(x + a)` about `x`. -/
def taylorTerm (V : ℂ[X]) (x a : ℂ) (k : ℕ) : ℂ :=
  a ^ k / (k.factorial : ℂ) * (derivative^[k] V).eval x

/-- The Taylor series of a polynomial sums to the shifted polynomial. -/
theorem hasSum_taylorTerm (V : ℂ[X]) (x a : ℂ) :
    HasSum (taylorTerm V x a) (V.eval (x + a)) := by
  have hd : ∀ k, taylorTerm V x a k = (taylor x V).coeff k * a ^ k := by
    intro k
    have hk : (k.factorial : ℂ) ≠ 0 := by exact_mod_cast k.factorial_ne_zero
    have h : (derivative^[k] V).eval x = (k.factorial : ℂ) * (taylor x V).coeff k := by
      rw [taylor_coeff, ← factorial_smul_hasseDeriv]
      simp
    rw [taylorTerm, h]
    field_simp
  have h := hasSum_sum_of_ne_finset_zero (f := taylorTerm V x a)
    (s := Finset.range ((taylor x V).natDegree + 1)) (by
      intro k hk
      have hlt : (taylor x V).natDegree < k := by
        rw [Finset.mem_range] at hk
        omega
      rw [hd, coeff_eq_zero_of_natDegree_lt hlt, zero_mul])
  rw [add_comm x a, ← taylor_eval, eval_eq_sum_range]
  rwa [Finset.sum_congr rfl (fun k _ => hd k)] at h

end

end MoyalFiniteDifference
```

Messages:

```
Main.lean:25:12: error: typeclass instance problem is stuck
  SummationFilter.LeAtTop ?m.80

Note: Lean will not try to resolve this typeclass instance problem because the second type argument to `SummationFilter.LeAtTop` is a metavariable. This argument must be fully determined before Lean will try to resolve the typeclass.

Hint: Adding type annotations and supplying implicit arguments to functions can give Lean more information for typeclass resolution. For example, if you have a variable `x` that you intend to be a `Nat`, but Lean reports it as having an unresolved type like `?m`, replacing `x` with `(x : Nat)` can get typeclass resolution un-stuck.
```

What went wrong. In Mathlib, `HasSum` carries a summation filter, which says in what sense the infinite sum is taken. The lemma `hasSum_sum_of_ne_finset_zero` holds for any such filter that has an instance of `SummationFilter.LeAtTop`. The attempt introduced `h` with `:=` and no stated type, and gave the lemma only the function and the finite set. Nothing there fixed the filter, so it stayed a metavariable, `?m.80`, and Lean would not search for the instance.

The repair states the type of `h`. Written as `HasSum (taylorTerm V x a) (…)`, with no filter named, it takes the default one, that of unconditional summation, which is also the one in the theorem's statement. The filter is then known and the instance is found. The stated type also fixes the function and the finite set, so the named arguments `f` and `s` can go.

The new equation `hs` is tidying as far as the message shows. It writes out in full the equality of finite sums that the last line formerly built in place, with the same proof by `Finset.sum_congr`.

The change, after which it compiles:

```diff
@@ -23,6 +23,7 @@
     rw [taylorTerm, h]
     field_simp
-  have h := hasSum_sum_of_ne_finset_zero (f := taylorTerm V x a)
-    (s := Finset.range ((taylor x V).natDegree + 1)) (by
+  have h : HasSum (taylorTerm V x a)
+      (∑ k ∈ Finset.range ((taylor x V).natDegree + 1), taylorTerm V x a k) :=
+    hasSum_sum_of_ne_finset_zero (by
       intro k hk
       have hlt : (taylor x V).natDegree < k := by
@@ -30,6 +31,9 @@
         omega
       rw [hd, coeff_eq_zero_of_natDegree_lt hlt, zero_mul])
+  have hs : ∑ k ∈ Finset.range ((taylor x V).natDegree + 1), taylorTerm V x a k
+      = ∑ k ∈ Finset.range ((taylor x V).natDegree + 1), (taylor x V).coeff k * a ^ k :=
+    Finset.sum_congr rfl (fun k _ => hd k)
   rw [add_comm x a, ← taylor_eval, eval_eq_sum_range]
-  rwa [Finset.sum_congr rfl (fun k _ => hd k)] at h
+  rwa [hs] at h
 
 end
```
